# Full-gradient string steps in a straight harmonic valley: the step-size limit $\Delta t\,\mu<2$

In a straight harmonic valley, if the gradient step of a string calculation is too large for a stiff transverse mode, repeated gradient steps throw an image displaced along that mode from one side of the valley to the other and further out each time. For a positive definite transverse Hessian, the theorem `string_converges_iff` below gives the exact limit on the step for these gradient steps alone, without the redistribution of images along the string.

```lean
import Mathlib

open Matrix Filter Topology

namespace StringMethodStability

noncomputable section

variable {n : Type*} [Fintype n]

/-- The harmonic energy `x·Ax / 2` of a transverse displacement `x` from the floor of a
straight valley with Hessian `A`. -/
def valleyEnergy (A : Matrix n n ℝ) (x : n → ℝ) : ℝ := (x ⬝ᵥ A *ᵥ x) / 2

/-- One full-gradient string step of size `dt` for the transverse displacement `x`. -/
def stringStep (A : Matrix n n ℝ) (dt : ℝ) (x : n → ℝ) : n → ℝ := x - dt • (A *ᵥ x)

/-- `μ` is a curvature of the valley: an eigenvalue of the Hessian `A`, with a nonzero
eigenvector. -/
def IsCurvature (A : Matrix n n ℝ) (μ : ℝ) : Prop := ∃ v : n → ℝ, v ≠ 0 ∧ A *ᵥ v = μ • v

/-- A symmetric Hessian can be moved from one side of the scalar product to the other. -/
theorem hessian_symm {A : Matrix n n ℝ} (hA : A.IsSymm) (v x : n → ℝ) :
    v ⬝ᵥ A *ᵥ x = (A *ᵥ v) ⬝ᵥ x := by
  rw [Matrix.dotProduct_mulVec, ← Matrix.mulVec_transpose, hA.eq]

/-- For a symmetric Hessian, the slope of the valley energy at `x` in the direction `y` is
`y·Ax`, so that `Ax` is the energy gradient. -/
theorem valleyEnergy_gradient {A : Matrix n n ℝ} (hA : A.IsSymm) (x y : n → ℝ) :
    HasDerivAt (fun s : ℝ => valleyEnergy A (x + s • y)) (y ⬝ᵥ A *ᵥ x) 0 := by
  have hxy : x ⬝ᵥ A *ᵥ y = y ⬝ᵥ A *ᵥ x := (hessian_symm hA x y).trans (dotProduct_comm _ _)
  -- the energy along the line is a quadratic polynomial in `s`
  have h : ∀ s : ℝ, valleyEnergy A (x + s • y)
      = valleyEnergy A x + s * (y ⬝ᵥ A *ᵥ x) + s ^ 2 * valleyEnergy A y := by
    intro s
    simp only [valleyEnergy, Matrix.mulVec_add, Matrix.mulVec_smul, add_dotProduct,
      dotProduct_add, smul_dotProduct, dotProduct_smul, smul_eq_mul]
    rw [hxy]
    ring
  simp only [h]
  have h1 := (((hasDerivAt_id' (0 : ℝ)).mul_const (y ⬝ᵥ A *ᵥ x)).const_add
    (valleyEnergy A x)).fun_add (((hasDerivAt_id' (0 : ℝ)).fun_pow 2).mul_const
    (valleyEnergy A y))
  refine HasDerivAt.congr_deriv h1 ?_
  simp

/-- For a symmetric Hessian, the amplitude along an eigenvector of curvature `μ` is multiplied
by `1 - dt μ` in every string step. -/
theorem mode_amplitude {A : Matrix n n ℝ} (hA : A.IsSymm) (dt : ℝ) {μ : ℝ} {v : n → ℝ}
    (hv : A *ᵥ v = μ • v) (x : n → ℝ) (k : ℕ) :
    v ⬝ᵥ (stringStep A dt)^[k] x = (1 - dt * μ) ^ k * (v ⬝ᵥ x) := by
  have one : ∀ y, v ⬝ᵥ stringStep A dt y = (1 - dt * μ) * (v ⬝ᵥ y) := by
    intro y
    unfold stringStep
    rw [dotProduct_sub, dotProduct_smul, hessian_symm hA, hv, smul_dotProduct,
      smul_eq_mul, smul_eq_mul]
    ring
  induction k with
  | zero => simp
  | succ k ih =>
    rw [Function.iterate_succ_apply', one, ih]
    ring

/-- A symmetric Hessian has normalized eigenvectors in which every displacement can be
expanded, with its scalar products as amplitudes. -/
theorem exists_normal_modes {A : Matrix n n ℝ} (hA : A.IsSymm) :
    ∃ (v : n → n → ℝ) (μ : n → ℝ), (∀ i, A *ᵥ v i = μ i • v i) ∧
      (∀ i, v i ⬝ᵥ v i = 1) ∧ ∀ x : n → ℝ, x = ∑ i, (v i ⬝ᵥ x) • v i := by
  classical
  have hH : A.IsHermitian := (Matrix.conjTranspose_eq_transpose_of_trivial A).trans hA
  have key : ∀ a b : EuclideanSpace ℝ n, inner ℝ a b = a.ofLp ⬝ᵥ b.ofLp := by
    intro a b
    simp [PiLp.inner_apply, dotProduct, mul_comm]
  refine ⟨fun i => (hH.eigenvectorBasis i).ofLp, hH.eigenvalues,
    fun i => hH.mulVec_eigenvectorBasis i, fun i => ?_, fun x => ?_⟩
  · have h : inner ℝ (hH.eigenvectorBasis i) (hH.eigenvectorBasis i) = (1 : ℝ) := by
      rw [real_inner_self_eq_norm_sq, hH.eigenvectorBasis.orthonormal.1 i]
      norm_num
    exact (key _ _).symm.trans h
  · have h := congrArg WithLp.ofLp (hH.eigenvectorBasis.sum_repr' (WithLp.toLp 2 x))
    simp only [key, WithLp.ofLp_sum, WithLp.ofLp_smul] at h
    exact h.symm

/-- For a symmetric Hessian and any real step `dt`, the string steps converge to the valley
floor from every start exactly when `|1 - dt μ| < 1` for every curvature `μ`. -/
theorem converges_iff_abs_lt_one {A : Matrix n n ℝ} (hA : A.IsSymm) (dt : ℝ) :
    (∀ x, Tendsto (fun k => (stringStep A dt)^[k] x) atTop (𝓝 0)) ↔
      ∀ μ, IsCurvature A μ → |1 - dt * μ| < 1 := by
  constructor
  · -- start on an eigenvector and follow its amplitude
    rintro h μ ⟨v, hv0, hv⟩
    have hvv : v ⬝ᵥ v ≠ 0 := fun h0 => hv0 (dotProduct_self_eq_zero.mp h0)
    have hc : Continuous (fun y : n → ℝ => v ⬝ᵥ y) := by
      simp only [dotProduct]
      fun_prop
    have h1 := ((hc.tendsto 0).comp (h v)).mul_const (v ⬝ᵥ v)⁻¹
    simp only [Function.comp_def, mode_amplitude hA dt hv, dotProduct_zero, zero_mul,
      mul_assoc, mul_inv_cancel₀ hvv, mul_one] at h1
    exact tendsto_pow_atTop_nhds_zero_iff.mp h1
  · -- expand in normal modes, each of which decays geometrically
    intro h x
    obtain ⟨v, μ, hv, hn, hx⟩ := exists_normal_modes hA
    have hk : ∀ k, (stringStep A dt)^[k] x
        = ∑ i, ((1 - dt * μ i) ^ k * (v i ⬝ᵥ x)) • v i := by
      intro k
      refine (hx _).trans (Finset.sum_congr rfl fun i _ => ?_)
      rw [mode_amplitude hA dt (hv i)]
    have hi : ∀ i ∈ Finset.univ, Tendsto
        (fun k : ℕ => ((1 - dt * μ i) ^ k * (v i ⬝ᵥ x)) • v i) atTop (𝓝 0) := by
      intro i _
      have hne : v i ≠ 0 := fun h0 => by simpa [h0] using hn i
      have h2 := tendsto_pow_atTop_nhds_zero_iff.mpr (h (μ i) ⟨v i, hne, hv i⟩)
      simpa using (h2.mul_const (v i ⬝ᵥ x)).smul_const (v i)
    simpa only [hk, Finset.sum_const_zero] using tendsto_finsetSum Finset.univ hi

/-- For a positive definite transverse Hessian and `dt > 0`, the full-gradient string steps
converge to the valley floor from every start exactly when `dt μ < 2` for every curvature `μ`. -/
theorem string_converges_iff {A : Matrix n n ℝ} (hA : A.PosDef) {dt : ℝ} (hdt : 0 < dt) :
    (∀ x, Tendsto (fun k => (stringStep A dt)^[k] x) atTop (𝓝 0)) ↔
      ∀ μ, IsCurvature A μ → dt * μ < 2 := by
  have hS : A.IsSymm :=
    (Matrix.conjTranspose_eq_transpose_of_trivial A).symm.trans hA.isHermitian.eq
  rw [converges_iff_abs_lt_one hS]
  refine forall_congr' fun μ => forall_congr' fun hμ => ?_
  -- positive definiteness makes the curvature positive
  have hpos : 0 < μ := by
    obtain ⟨v, hv0, hv⟩ := hμ
    have h := hA.dotProduct_mulVec_pos hv0
    rw [star_trivial, hv, dotProduct_smul, smul_eq_mul] at h
    have hvv : 0 ≤ v ⬝ᵥ v := Finset.sum_nonneg fun i _ => mul_self_nonneg (v i)
    by_contra hneg
    nlinarith [mul_nonneg (neg_nonneg.mpr (not_lt.mp hneg)) hvv]
  have hp := mul_pos hdt hpos
  rw [abs_lt]
  constructor
  · rintro ⟨h1, _⟩
    linarith
  · intro h
    constructor <;> linarith

/-- At `dt μ = 2`, a displacement along an eigenvector of curvature `μ` only changes its sign
in every string step. -/
theorem marginal_mode_flips {A : Matrix n n ℝ} {dt μ : ℝ} {v : n → ℝ}
    (hv : A *ᵥ v = μ • v) (h : dt * μ = 2) (k : ℕ) :
    (stringStep A dt)^[k] v = (-1 : ℝ) ^ k • v := by
  induction k with
  | zero => simp
  | succ k ih =>
    rw [Function.iterate_succ_apply', ih]
    unfold stringStep
    rw [Matrix.mulVec_smul, hv]
    ext i
    simp only [Pi.sub_apply, Pi.smul_apply, smul_eq_mul]
    linear_combination (-(-1 : ℝ) ^ k * v i) * h

/-- For a symmetric Hessian, if `|1 - dt μ| ≤ ρ` for every curvature `μ`, then `k` string steps
multiply the squared length of any displacement by at most `(ρ ^ k) ^ 2`. -/
theorem contraction_rate {A : Matrix n n ℝ} (hA : A.IsSymm) {dt ρ : ℝ}
    (h : ∀ μ, IsCurvature A μ → |1 - dt * μ| ≤ ρ) (x : n → ℝ) (k : ℕ) :
    (stringStep A dt)^[k] x ⬝ᵥ (stringStep A dt)^[k] x ≤ (ρ ^ k) ^ 2 * (x ⬝ᵥ x) := by
  obtain ⟨v, μ, hv, hn, hx⟩ := exists_normal_modes hA
  -- the squared length is the sum of the squared amplitudes
  have parseval : ∀ y : n → ℝ, y ⬝ᵥ y = ∑ i, (v i ⬝ᵥ y) ^ 2 := by
    intro y
    have h1 : y ⬝ᵥ y = y ⬝ᵥ ∑ i, (v i ⬝ᵥ y) • v i := congrArg (fun z => y ⬝ᵥ z) (hx y)
    rw [h1, dotProduct_sum]
    refine Finset.sum_congr rfl fun i _ => ?_
    rw [dotProduct_smul, smul_eq_mul, dotProduct_comm y (v i), sq]
  rw [parseval, parseval x, Finset.mul_sum]
  refine Finset.sum_le_sum fun i _ => ?_
  have hne : v i ≠ 0 := fun h0 => by simpa [h0] using hn i
  have hr := h (μ i) ⟨v i, hne, hv i⟩
  rw [mode_amplitude hA dt (hv i), mul_pow, ← sq_abs ((1 - dt * μ i) ^ k), abs_pow]
  gcongr

/-- For a symmetric Hessian with all curvatures between `m > 0` and `M`, the step `2 / (m + M)`
reduces the length of any displacement at least by the factor `(M - m) / (m + M)` per step,
stated here for squared lengths after `k` steps. -/
theorem balanced_step_rate {A : Matrix n n ℝ} (hA : A.IsSymm) {m M : ℝ} (hm : 0 < m)
    (h : ∀ μ, IsCurvature A μ → m ≤ μ ∧ μ ≤ M) (x : n → ℝ) (k : ℕ) :
    (stringStep A (2 / (m + M)))^[k] x ⬝ᵥ (stringStep A (2 / (m + M)))^[k] x
      ≤ (((M - m) / (m + M)) ^ k) ^ 2 * (x ⬝ᵥ x) := by
  refine contraction_rate hA (fun μ hμ => ?_) x k
  obtain ⟨h1, h2⟩ := h μ hμ
  have hs : 0 < m + M := by linarith
  have e : 1 - 2 / (m + M) * μ = (m + M - 2 * μ) / (m + M) := by
    rw [sub_div, div_self hs.ne']
    ring
  rw [e, abs_div, abs_of_pos hs]
  have hb : |m + M - 2 * μ| ≤ M - m := abs_le.mpr ⟨by linarith, by linarith⟩
  gcongr

end

end StringMethodStability
```

## Displacements from the valley floor

A string method relaxes a chain of images towards a minimum-energy path. Take a path that is straight, with the same harmonic walls all along it. Let $x$ be the displacement of one image from the valley floor, in the transverse directions only. Its energy is $E(x)=\tfrac12\,x\cdot Ax$, where $A$ is the transverse Hessian, and a gradient step of size $\Delta t$ gives

$$x_{k+1}=x_k-\Delta t\,A x_k .$$

In Lean, `n` is a finite set of transverse coordinates, `x : n → ℝ` is the displacement and `dt` is $\Delta t$. The energy is `valleyEnergy` and the update is `stringStep`. The expression `(stringStep A dt)^[k] x` is the displacement after $k$ steps from $x$. The step size has the units of an inverse curvature and need not be a physical time.

`IsCurvature A μ` says that $\mu$ is an eigenvalue of $A$ with a nonzero real eigenvector. "Curvature" thus means the stiffness of the valley walls, not the bending of the path.

The hypothesis `A.PosDef` includes symmetry and says that the energy rises in every transverse direction. Under it, and for $\Delta t>0$, `string_converges_iff` states that $x_k\to0$ from every starting displacement if and only if $\Delta t\,\mu<2$ for every curvature $\mu$. Nonnegative curvatures would not be enough for this equivalence: a mode with $\mu=0$ satisfies the inequality but never moves.

The model follows one image under gradient steps alone. A real string calculation also redistributes the images along the string, and the interpolation mixes the displacements of neighbours; the hypotheses say nothing about that operation. Bent paths and anharmonic walls are likewise left out.

## One factor for each mode

Since $A$ is symmetric, $x\cdot Ay=y\cdot Ax$, and for a real number $s$ and a direction $y$

$$E(x+sy)=E(x)+s\,y\cdot Ax+s^2E(y).$$

The slope at $s=0$ is $y\cdot Ax$, so the gradient is $Ax$ and the update is indeed a full-gradient step.

Now let $Av=\mu v$ with $v\neq0$. Then

$$v\cdot x_{k+1}=v\cdot x_k-\Delta t\,(Av)\cdot x_k=(1-\Delta t\,\mu)\,v\cdot x_k,$$

and therefore $v\cdot x_k=(1-\Delta t\,\mu)^k\,v\cdot x_0$. Here $v$ need not have unit length; the normalized amplitude $v\cdot x_k/\sqrt{v\cdot v}$ acquires the same factor.

Suppose that the steps converge from every start. Starting at $x_0=v$ gives $v\cdot x_k=(1-\Delta t\,\mu)^k\,v\cdot v$, which must tend to zero. As $v\cdot v\neq0$, this requires $|1-\Delta t\,\mu|<1$.

Conversely, suppose that this inequality holds for every curvature. With orthonormal eigenvectors $v_i$ and eigenvalues $\mu_i$,

$$x_k=\sum_i(1-\Delta t\,\mu_i)^k\,(v_i\cdot x_0)\,v_i .$$

Each of the finitely many terms tends to zero, and so does the sum.

Positive definiteness gives $0<v\cdot Av=\mu\,v\cdot v$, hence $\mu>0$. With $\Delta t>0$, the bound $1-\Delta t\,\mu<1$ is then automatic, and the remaining bound $-1<1-\Delta t\,\mu$ is $\Delta t\,\mu<2$.

## A single transverse coordinate

With one coordinate and $A=(\kappa)$, $\kappa>0$, the iteration is $x_k=(1-\Delta t\,\kappa)^k x_0$. For $0<\Delta t\,\kappa<1$ a displaced image approaches the floor from one side, and at $\Delta t\,\kappa=1$ it arrives in one step. Between 1 and 2 it alternates sides with shrinking amplitude. At 2 it changes sign forever, and above 2 a nonzero displacement grows.

## The speed of relaxation

If $|1-\Delta t\,\mu|\le\rho$ for every curvature, orthonormality gives

$$|x_k|^2=\sum_i(1-\Delta t\,\mu_i)^{2k}(v_i\cdot x_0)^2\le\rho^{2k}|x_0|^2 .$$

If all curvatures lie between $m>0$ and $M$, the choice $\Delta t=2/(m+M)$ gives

$$|1-\Delta t\,\mu|=\frac{|m+M-2\mu|}{m+M}\le\frac{M-m}{m+M}.$$

If $m$ and $M$ are themselves curvatures, the bound is attained: the amplitudes of the softest and the stiffest mode are multiplied by $\pm(M-m)/(m+M)$ in each step, which is close to $\pm1$ when $M$ is much larger than $m$. For reaction paths computed with electronic-structure forces, where every step costs a force evaluation per image, this harmonic, straight-valley model shows how a wide spread between soft and stiff modes can slow plain gradient relaxation.

## The same argument in Lean

`hessian_symm` moves $A$ across the scalar product. `valleyEnergy_gradient` uses it to write the energy along a line as the quadratic polynomial above, then differentiates. `mode_amplitude` proves the factor for one step and obtains the power by induction on `k`. `exists_normal_modes` takes the orthonormal eigenvectors from Mathlib's spectral theorem and restates the expansion with plain dot products.

`converges_iff_abs_lt_one` holds for symmetric $A$ and any real `dt`. Its first half applies the continuous map $y\mapsto v\cdot y$ to the convergent sequence and divides by $v\cdot v$; its second half adds the limits of the modes with `tendsto_finsetSum`. Both rely on the fact that powers of a real number tend to zero exactly when its absolute value is below one. `string_converges_iff` then proves `0 < μ` by contradiction and leaves the remaining inequalities to `linarith`.

`marginal_mode_flips` proves the sign change at $\Delta t\,\mu=2$ by induction, for an eigenvector of any real square matrix. In `contraction_rate`, the local statement `parseval` writes the squared length as a sum of squared amplitudes, which are bounded term by term. `balanced_step_rate` supplies the value of $\rho$ for the step $2/(m+M)$.

```lean
#print axioms StringMethodStability.valleyEnergy_gradient
#print axioms StringMethodStability.string_converges_iff
#print axioms StringMethodStability.marginal_mode_flips
#print axioms StringMethodStability.balanced_step_rate
```

```
'StringMethodStability.valleyEnergy_gradient' depends on axioms: [propext, Classical.choice, Quot.sound]
'StringMethodStability.string_converges_iff' depends on axioms: [propext, Classical.choice, Quot.sound]
'StringMethodStability.marginal_mode_flips' depends on axioms: [propext, Classical.choice, Quot.sound]
'StringMethodStability.balanced_step_rate' depends on axioms: [propext, Classical.choice, Quot.sound]
```
